# For two or more real orbitals, the Kanamori tensor is invariant under all orthogonal orbital transformations exactly when $U' = U - 2J$

For any finite set of at least two orthonormal real orbitals, the Kanamori interaction looks the same in every orthonormal real basis of the space they span if and only if $U' = U - 2J$. Here $U$ is the repulsion within one orbital, $U'$ the repulsion between two different orbitals, and $J$ the common value of exchange and pair hopping. For two orbitals, a single rotation that genuinely mixes them already decides whether the relation holds.

The physical problem is whether the interaction energy of a given state depends on the basis in which the Kanamori form, with the same three parameters, is written down. In multi-orbital Hubbard models the relation is often imposed to leave two free parameters, $U$ and $J$; for an interaction of Kanamori form, this is exactly the choice that removes the dependence on which real orthonormal basis is used.

## The interaction and its transformation

The interaction has entries $U_{abcd}$, where $a$ and $c$ belong to one electron and $b$ and $d$ to the other:

$$U_{abcd}=\int\!\!\int \varphi_a(r)\,\varphi_b(r')\,V(r,r')\,\varphi_c(r)\,\varphi_d(r')\,dr\,dr'.$$

Here $\varphi_a$ are the orbitals and $V$ is the symmetric effective repulsion. For $a\neq b$, $U_{abab}=U'$ is the repulsion between two orbitals, $U_{abba}=J$ the exchange, and $U_{aabb}=J$ the pair hopping. The repulsion within one orbital is $U_{aaaa}=U$. In the chemists' index order, $(aa|bb)$ would instead denote the repulsion $U'$.

```lean
import Mathlib

open Matrix

namespace KanamoriInvariance

noncomputable section

variable {n : Type*} [DecidableEq n]
```

The type `n` labels the orbitals. The function `kanamori` takes the three parameters as arbitrary real numbers, with no sign conditions, and sets all remaining entries to zero.

```lean
/-- The real Kanamori tensor: `U` for four equal orbitals, and for `a ≠ b` the entries
`U_abab = U'` and `U_abba = U_aabb = J`; all other entries vanish. -/
def kanamori (U U' J : ℝ) (a b c d : n) : ℝ :=
  if a = b ∧ b = c ∧ c = d then U
  else if a = c ∧ b = d then U'
  else if (a = d ∧ b = c) ∨ (a = b ∧ c = d) then J
  else 0
```

New orbitals $\tilde\varphi_a=\sum_i R_{ai}\varphi_i$ give the transformed entries

$$\tilde U_{abcd}=\sum_{ijkl}R_{ai}R_{bj}R_{ck}R_{dl}\,U_{ijkl}.$$

This is `rotate`. Despite the name, it accepts any real matrix, including reflections and matrices that are not orthogonal.

```lean
/-- The interaction tensor after the orbital transformation `R`, which acts on all four
indices. -/
def rotate [Fintype n] (R : Matrix n n ℝ) (T : n → n → n → n → ℝ) (a b c d : n) : ℝ :=
  ∑ i, ∑ j, ∑ k, ∑ l, R a i * R b j * R c k * R d l * T i j k l
```

Invariance means that every entry is unchanged for every real $R$ with $RR^{T}=1$.

```lean
/-- An interaction tensor is rotationally invariant if every real orthogonal orbital
transformation leaves all its entries unchanged. -/
def IsRotationallyInvariant [Fintype n] (T : n → n → n → n → ℝ) : Prop :=
  ∀ R : Matrix n n ℝ, R * Rᵀ = 1 → ∀ a b c d, rotate R T a b c d = T a b c d
```

The definitions concern the tensor alone, without spin or field operators. The Kanamori form itself is assumed here. Among all five d orbitals, for example, the Coulomb integrals depend on which pair of orbitals is taken, so a single $U'$ and a single $J$ are an approximation.

## Exchange and pair hopping share one $J$

For real orbitals the integrals for $U_{abba}$ and $U_{aabb}$ have the same integrand, which is why one parameter serves for both. The derivation uses this when it writes the tensor with Kronecker deltas:

$$U_{abcd}=U'\delta_{ac}\delta_{bd}+J(\delta_{ad}\delta_{bc}+\delta_{ab}\delta_{cd})+\Delta\,\delta_{ab}\delta_{bc}\delta_{cd},\qquad \Delta=U-U'-2J.$$

If the orbitals are not all equal, the last term vanishes and at most one of the others survives, giving $U'$, $J$ or zero. If all four are equal, the sum is $U'+2J+\Delta=U$. The lemma `kanamori_eq` checks the same coincidence patterns with `by_cases`; the deltas appear there as entries of the identity matrix.

```lean
/-- The Kanamori tensor is a sum of products of Kronecker deltas and a term with all four
orbitals equal, whose coefficient is `U - U' - 2J`. -/
theorem kanamori_eq (U U' J : ℝ) (a b c d : n) :
    kanamori U U' J a b c d =
      U' * ((1 : Matrix n n ℝ) a c * (1 : Matrix n n ℝ) b d)
      + J * ((1 : Matrix n n ℝ) b c * (1 : Matrix n n ℝ) a d
        + (1 : Matrix n n ℝ) a b * (1 : Matrix n n ℝ) c d)
      + (U - U' - 2 * J) *
        ((1 : Matrix n n ℝ) a b * (1 : Matrix n n ℝ) b c * (1 : Matrix n n ℝ) c d) := by
  -- go through the coincidence patterns of the four orbitals
  by_cases hab : a = b
  · subst hab
    by_cases hac : a = c
    · subst hac
      by_cases had : a = d
      · subst had
        simp only [kanamori, Matrix.one_apply_eq, and_self, if_true]
        ring
      · simp [kanamori, had]
    · by_cases hcd : c = d
      · subst hcd
        simp [kanamori, hac]
      · simp [kanamori, Matrix.one_apply, hac, hcd]
  · by_cases hac : a = c
    · subst hac
      by_cases hbd : b = d
      · subst hbd
        simp [kanamori, Matrix.one_apply, hab]
      · simp [kanamori, Matrix.one_apply, hab, Ne.symm hab, hbd]
    · by_cases hbc : b = c
      · subst hbc
        by_cases had : a = d
        · subst had
          simp [kanamori, Matrix.one_apply, hab]
        · simp [kanamori, Matrix.one_apply, hab, had]
      · simp [kanamori, Matrix.one_apply, hab, hac, hbc]
```

If the pair hopping had its own value $J'$, the same argument would give the coefficient $U-U'-J-J'$, and invariance would be equivalent to $U'=U-J-J'$. This variant is derived here without a Lean proof. It shows what the common $J$ is for: with $U=J'=1$ and $U'=J=0$ the tensor is $\delta_{ab}\delta_{cd}$, which is invariant although $U'\neq U-2J$. This is an example of a tensor only, since the integrals above force $J'=J$ for real orbitals.

## The new orbitals are orthonormal

The condition $RR^{T}=1$ says that the new orbitals are orthonormal if the old ones are. To see where it enters, first take any real $R$ and put $G=RR^{T}$. Each delta joins two factors of $R$; for instance,

$$\sum_{ijkl}R_{ai}R_{bj}R_{ck}R_{dl}\,\delta_{ik}\delta_{jl}=\Big(\sum_i R_{ai}R_{ci}\Big)\Big(\sum_j R_{bj}R_{dj}\Big)=G_{ac}G_{bd}.$$

The other terms are treated alike, so that

$$\tilde U_{abcd}=U'G_{ac}G_{bd}+J(G_{ad}G_{bc}+G_{ab}G_{cd})+\Delta\sum_i R_{ai}R_{bi}R_{ci}R_{di}.$$

In `rotate_kanamori`, the steps `h1` to `h4` are the four contractions. Most of them collapse the deltas by simplification, while `h3` picks out the single surviving index explicitly. Linearity of the sums then combines them.

```lean
variable [Fintype n]

/-- Under any real orbital transformation `R`, the delta terms of the Kanamori tensor turn into
products of entries of `R Rᵀ`, and the remaining term into a sum of fourth-order products. -/
theorem rotate_kanamori (R : Matrix n n ℝ) (U U' J : ℝ) (a b c d : n) :
    rotate R (kanamori U U' J) a b c d =
      U' * ((R * Rᵀ) a c * (R * Rᵀ) b d)
      + J * ((R * Rᵀ) a d * (R * Rᵀ) b c + (R * Rᵀ) a b * (R * Rᵀ) c d)
      + (U - U' - 2 * J) * ∑ i, R a i * R b i * R c i * R d i := by
  have h1 : ∑ i, ∑ j, ∑ k, ∑ l, R a i * R b j * R c k * R d l *
      ((1 : Matrix n n ℝ) i k * (1 : Matrix n n ℝ) j l) = (R * Rᵀ) a c * (R * Rᵀ) b d := by
    simp only [Matrix.one_apply, mul_ite, mul_one, mul_zero, Finset.sum_ite_eq,
      Finset.mem_univ, if_true, Matrix.mul_apply, Matrix.transpose_apply]
    rw [Finset.sum_mul_sum]
    exact Finset.sum_congr rfl fun i _ => Finset.sum_congr rfl fun j _ => by ring
  have h2 : ∑ i, ∑ j, ∑ k, ∑ l, R a i * R b j * R c k * R d l *
      ((1 : Matrix n n ℝ) j k * (1 : Matrix n n ℝ) i l) = (R * Rᵀ) a d * (R * Rᵀ) b c := by
    simp only [Matrix.one_apply, mul_ite, mul_one, mul_zero, Finset.sum_ite_eq,
      Finset.mem_univ, if_true, Matrix.mul_apply, Matrix.transpose_apply]
    rw [Finset.sum_mul_sum]
    exact Finset.sum_congr rfl fun i _ => Finset.sum_congr rfl fun j _ => by ring
  have h3 : ∑ i, ∑ j, ∑ k, ∑ l, R a i * R b j * R c k * R d l *
      ((1 : Matrix n n ℝ) i j * (1 : Matrix n n ℝ) k l) = (R * Rᵀ) a b * (R * Rᵀ) c d := by
    simp only [Matrix.mul_apply, Matrix.transpose_apply]
    rw [Finset.sum_mul]
    refine Finset.sum_congr rfl fun i _ => ?_
    rw [Finset.sum_eq_single i]
    · rw [Finset.mul_sum]
      refine Finset.sum_congr rfl fun k _ => ?_
      rw [Finset.sum_eq_single k]
      · rw [Matrix.one_apply_eq, Matrix.one_apply_eq]
        ring
      · intro l _ hl
        rw [Matrix.one_apply_ne hl.symm]
        ring
      · simp
    · intro j _ hj
      refine Finset.sum_eq_zero fun k _ => Finset.sum_eq_zero fun l _ => ?_
      rw [Matrix.one_apply_ne hj.symm]
      ring
    · simp
  have h4 : ∑ i, ∑ j, ∑ k, ∑ l, R a i * R b j * R c k * R d l *
      ((1 : Matrix n n ℝ) i j * (1 : Matrix n n ℝ) j k * (1 : Matrix n n ℝ) k l)
      = ∑ i, R a i * R b i * R c i * R d i := by
    simp only [Matrix.one_apply, mul_ite, mul_one, mul_zero, Finset.sum_ite_eq,
      Finset.mem_univ, if_true]
  -- collect the four contractions by linearity
  rw [← h1, ← h2, ← h3, ← h4]
  simp only [rotate, kanamori_eq, Finset.mul_sum, ← Finset.sum_add_distrib]
  refine Finset.sum_congr rfl fun i _ => Finset.sum_congr rfl fun j _ =>
    Finset.sum_congr rfl fun k _ => Finset.sum_congr rfl fun l _ => ?_
  ring
```

Orthonormality now replaces $G$ by the identity, and the first three terms return to their original form. If $U'=U-2J$, then $\Delta=0$ and nothing else remains, which proves one direction.

Mutually orthogonal new orbitals of equal norm would not be enough. For $R=2\cdot 1$ every entry is multiplied by $16$, so a tensor with $U=1$, $U'=1$, $J=0$ changes even though it satisfies the relation.

## There are at least two orbitals

The converse needs a transformation that mixes two different orbitals $p$ and $q$. With the unit vectors $e_p$ and $e_q$ along them, take $v=e_p+2e_q$, for which $v^{T}v=5$, and reflect in the hyperplane perpendicular to $v$ (a line for two orbitals):

$$R=1-\tfrac25\,vv^{T}.$$

In terms of the normalised vector $u=v/\sqrt5$ this is $1-2uu^{T}$. Since $(vv^{T})^2=5\,vv^{T}$ and $R$ is symmetric,

$$RR^{T}=1-\tfrac45vv^{T}+\tfrac4{25}\cdot5\,vv^{T}=1.$$

Row $p$ has the entries $1-\tfrac25=\tfrac35$ at $p$ and $-\tfrac45$ at $q$, and zeros elsewhere. Its fourth powers sum to $\tfrac{81}{625}+\tfrac{256}{625}=\tfrac{337}{625}$.

In `exists_orbital_mixing`, `hv` computes the squared length, `hP` and `hPt` give the square and the symmetry of `P`, which is $vv^{T}$, and `module` finishes the orthogonality. The steps `h` and `h'` evaluate the row and its fourth powers.

```lean
/-- For two different orbitals `p` and `q` there is a real orthogonal transformation whose
row `p` has fourth powers summing to `337/625`. -/
theorem exists_orbital_mixing {p q : n} (hpq : p ≠ q) :
    ∃ R : Matrix n n ℝ, R * Rᵀ = 1 ∧ ∑ i, R p i * R p i * R p i * R p i = 337 / 625 := by
  -- reflection in the hyperplane perpendicular to v = e_p + 2 e_q
  let v : n → ℝ := fun i => if i = p then 1 else if i = q then 2 else 0
  have hv : ∑ k, v k * v k = 5 := by
    have h : ∀ k, v k * v k = (if k = p then 1 else 0) + (if k = q then 4 else 0) := by
      intro k
      by_cases hp : k = p
      · have hq : k ≠ q := fun h => hpq (hp.symm.trans h)
        simp only [v, if_pos hp, if_neg hq]
        norm_num
      · by_cases hq : k = q
        · simp only [v, if_neg hp, if_pos hq]
          norm_num
        · simp only [v, if_neg hp, if_neg hq]
          norm_num
    simp only [h, Finset.sum_add_distrib, Finset.sum_ite_eq', Finset.mem_univ, if_true]
    norm_num
  let P : Matrix n n ℝ := Matrix.of fun i j => v i * v j
  have hP : P * P = (5 : ℝ) • P := by
    ext i j
    rw [Matrix.mul_apply]
    change ∑ k, v i * v k * (v k * v j) = 5 * (v i * v j)
    rw [← hv, Finset.sum_mul]
    exact Finset.sum_congr rfl fun k _ => by ring
  have hPt : Pᵀ = P := by
    ext i j
    exact mul_comm (v j) (v i)
  refine ⟨1 - (2 / 5 : ℝ) • P, ?_, ?_⟩
  · rw [Matrix.transpose_sub, Matrix.transpose_one, Matrix.transpose_smul, hPt]
    simp only [sub_mul, mul_sub, one_mul, mul_one, Matrix.smul_mul, Matrix.mul_smul, hP]
    module
  · have h : ∀ i, (1 - (2 / 5 : ℝ) • P) p i =
        (if i = p then 3 / 5 else 0) + (if i = q then -4 / 5 else 0) := by
      intro i
      change (1 : Matrix n n ℝ) p i - 2 / 5 * (v p * v i) = _
      by_cases hp : i = p
      · have hq : i ≠ q := fun h => hpq (hp.symm.trans h)
        simp only [v, Matrix.one_apply, if_pos hp, if_pos hp.symm, if_neg hq, if_true]
        norm_num
      · by_cases hq : i = q
        · simp only [v, Matrix.one_apply, if_neg hp, if_neg (Ne.symm hp), if_pos hq, if_true]
          norm_num
        · simp only [v, Matrix.one_apply, if_neg hp, if_neg (Ne.symm hp), if_neg hq, if_true]
          norm_num
    have h' : ∀ i, (1 - (2 / 5 : ℝ) • P) p i * (1 - (2 / 5 : ℝ) • P) p i *
        (1 - (2 / 5 : ℝ) • P) p i * (1 - (2 / 5 : ℝ) • P) p i =
        (if i = p then 81 / 625 else 0) + (if i = q then 256 / 625 else 0) := by
      intro i
      rw [h i]
      by_cases hp : i = p
      · have hq : i ≠ q := fun h => hpq (hp.symm.trans h)
        simp only [if_pos hp, if_neg hq]
        norm_num
      · by_cases hq : i = q
        · simp only [if_neg hp, if_pos hq]
          norm_num
        · simp only [if_neg hp, if_neg hq]
          norm_num
    simp only [h', Finset.sum_add_distrib, Finset.sum_ite_eq', Finset.mem_univ, if_true]
    norm_num
```

Invariance of the single entry $U_{pppp}$ now requires

$$U=U'+2J+\tfrac{337}{625}\Delta=U-\tfrac{288}{625}\Delta,$$

and therefore $\Delta=0$.

In the theorem, `[Nontrivial n]` is the assumption of at least two orbitals, and `exists_pair_ne` extracts $p$ and $q$ from it. The equation above is `key`, which `linarith` solves for the relation. In the other direction, substituting $U'=U-2J$ makes both sides agree by `ring`.

```lean
/-- For two or more orbitals, the Kanamori tensor is invariant under all real orthogonal orbital
transformations if and only if `U' = U - 2J`. -/
theorem kanamori_invariant_iff [Nontrivial n] (U U' J : ℝ) :
    IsRotationallyInvariant (kanamori (n := n) U U' J) ↔ U' = U - 2 * J := by
  constructor
  · intro h
    obtain ⟨p, q, hpq⟩ := exists_pair_ne n
    obtain ⟨R, hR, hsum⟩ := exists_orbital_mixing hpq
    -- one intra-orbital entry is enough
    have key := h R hR p p p p
    rw [rotate_kanamori, hR, hsum, kanamori_eq] at key
    simp only [Matrix.one_apply_eq] at key
    linarith
  · intro h R hR a b c d
    rw [rotate_kanamori, hR, kanamori_eq, h]
    ring
```

With one orbital the equivalence fails. The only orthogonal transformations are $R=\pm1$, and four factors of $R$ always multiply to one. The tensor is then invariant for all parameters, for instance $U=1$, $U'=J=0$, which violate the relation.

The two-orbital statement is the case `Fin 2`, whose orbitals are numbered $0$ and $1$.

```lean
/-- The two-orbital Kanamori tensor is invariant under all real orthogonal orbital
transformations if and only if `U' = U - 2J`. -/
theorem two_orbital_invariant_iff (U U' J : ℝ) :
    IsRotationallyInvariant (kanamori (n := Fin 2) U U' J) ↔ U' = U - 2 * J :=
  kanamori_invariant_iff U U' J
```

## A single rotation must mix the two orbitals

Invariance as defined above refers to all orthogonal transformations. For two orbitals one may ask what a single rotation by an angle $\theta$ reveals. The first new orbital is $\cos\theta\,\varphi_0-\sin\theta\,\varphi_1$.

```lean
/-- The rotation of two real orbitals by the angle `θ`. -/
def planeRotation (θ : ℝ) : Matrix (Fin 2) (Fin 2) ℝ :=
  !![Real.cos θ, -Real.sin θ; Real.sin θ, Real.cos θ]
```

Its coefficients satisfy

$$\cos^4\theta+\sin^4\theta=(\cos^2\theta+\sin^2\theta)^2-2\sin^2\theta\cos^2\theta=1-\tfrac12\sin^2(2\theta),$$

so its intra-orbital repulsion is

$$\tilde U_{0000}=U'+2J+\Delta\big(1-\tfrac12\sin^2(2\theta)\big)=U-\tfrac{\Delta}{2}\sin^2(2\theta).$$

In `rotated_repulsion`, `hG` is the normalisation of the new orbital and `hQ` is the fourth-power sum. Both follow from $\sin^2\theta+\cos^2\theta=1$ through `linear_combination`.

```lean
/-- For the Kanamori tensor, rotating two orbitals by `θ` changes the intra-orbital repulsion of the
first orbital from `U` to `U - (U - U' - 2J) sin²(2θ) / 2`. -/
theorem rotated_repulsion (U U' J θ : ℝ) :
    rotate (planeRotation θ) (kanamori U U' J) 0 0 0 0 =
      U - (U - U' - 2 * J) / 2 * Real.sin (2 * θ) ^ 2 := by
  have h := Real.sin_sq_add_cos_sq θ
  have hG : (planeRotation θ * (planeRotation θ)ᵀ) 0 0 = 1 := by
    rw [Matrix.mul_apply, Fin.sum_univ_two]
    change Real.cos θ * Real.cos θ + -Real.sin θ * -Real.sin θ = 1
    linear_combination h
  have hQ : ∑ i, planeRotation θ 0 i * planeRotation θ 0 i * planeRotation θ 0 i *
      planeRotation θ 0 i = 1 - Real.sin (2 * θ) ^ 2 / 2 := by
    rw [Fin.sum_univ_two, Real.sin_two_mul]
    change Real.cos θ * Real.cos θ * Real.cos θ * Real.cos θ +
      -Real.sin θ * -Real.sin θ * -Real.sin θ * -Real.sin θ = _
    linear_combination (Real.sin θ ^ 2 + Real.cos θ ^ 2 + 1) * h
  rw [rotate_kanamori, hG, hQ]
  ring
```

The hypothesis `hθ`, $\sin 2\theta\neq0$, says that the new orbital contains both old ones. The repulsion then stays at $U$ only if $\Delta=0$. The proof obtains $\Delta\sin^2(2\theta)=0$ and uses `hθ` to exclude the second factor.

```lean
/-- For the two-orbital Kanamori tensor and a single rotation with `sin 2θ ≠ 0`, the intra-orbital
repulsion of the first orbital stays equal to `U` if and only if `U' = U - 2J`. -/
theorem single_rotation_test (U U' J θ : ℝ) (hθ : Real.sin (2 * θ) ≠ 0) :
    rotate (planeRotation θ) (kanamori U U' J) 0 0 0 0 = U ↔ U' = U - 2 * J := by
  rw [rotated_repulsion]
  constructor
  · intro h
    have hz : (U - U' - 2 * J) * Real.sin (2 * θ) ^ 2 = 0 := by linarith
    rcases mul_eq_zero.mp hz with h0 | h0
    · linarith
    · exact absurd h0 (pow_ne_zero 2 hθ)
  · intro h
    rw [h]
    ring

end

end KanamoriInvariance
```

If $\sin2\theta=0$, the rotation does no more than exchange the orbitals and change signs. At $\theta=\pi/2$, for example, the repulsion remains $U$ whatever the values of $U'$ and $J$, so the comparison says nothing about the relation.

```lean
#print axioms KanamoriInvariance.two_orbital_invariant_iff
#print axioms KanamoriInvariance.single_rotation_test
```

```
'KanamoriInvariance.two_orbital_invariant_iff' depends on axioms: [propext, Classical.choice, Quot.sound]
'KanamoriInvariance.single_rotation_test' depends on axioms: [propext, Classical.choice, Quot.sound]
```
